# For symmetric B, the error of the linearized orthonormalization iteration tends to zero from every start exactly when all eigenvalues of B lie strictly between 0 and 2

Let $B$ be a real symmetric $n\times n$ matrix with eigenvalues $b_i$. One step of the iteration maps the error $X$ of the multiplier matrix to

$$L(X)=\tfrac12\bigl[X(1-B)+(1-B)X\bigr].$$

Then $L^k(X)\to0$ as $k\to\infty$ for every real $n\times n$ matrix $X$ if and only if $0<b_i<2$ for all $i$. If some eigenvector $v$ has eigenvalue $b>2$, then $|v^TL^k(X)v|$ grows without bound for every start with $v^TXv\neq0$.

For ultrasoft orbitals, let the columns of $\Psi$ hold the orbital coefficients and let $S$ be the symmetric overlap operator. With $\Psi^TS\Psi=1$ and $B=\Psi^TSS\Psi$, the lower bound holds automatically, and the criterion is $b_i<2$ for all $i$.

## The constraint matrix in ultrasoft molecular dynamics

In Car–Parrinello dynamics, a time step produces predicted orbitals $\tilde\Psi$ that are no longer orthonormal. A correction $\tilde\Psi+S\Psi\Lambda$, with a symmetric multiplier matrix $\Lambda$, restores the constraint. Take $S$ at a fixed geometry and replace $\tilde\Psi$ by $\Psi$ in the term linear in $\Lambda$. To first order in $\Lambda$, the constraint is then

$$\Lambda B+B\Lambda=1-A,\qquad A=\tilde\Psi^TS\tilde\Psi .$$

A code can try to solve this by repeating $\Lambda\leftarrow\frac12[1-A+\Lambda(1-B)+(1-B)\Lambda]$. Subtracting a solution $\Lambda_*$ from both sides shows that the error $X=\Lambda-\Lambda_*$ is mapped by $L$. The theorem therefore decides whether this linearized fixed-point loop converges from every initial guess.

With a norm-conserving pseudopotential, $S=1$ and hence $B=1$, so the error of this linearized loop vanishes after one step. With an ultrasoft one, $B$ can be far from the identity. The largest eigenvalue of $B$ is then the quantity to check before relying on the loop.

## Decay factors between eigenvectors

Let $Bu=au$ and $Bv=bv$. Since $B$ is symmetric, $u^TB=au^T$, and for any matrix $Y$

$$u^TL(Y)v=\tfrac12\bigl[(1-b)+(1-a)\bigr]u^TYv=\Bigl(1-\frac{a+b}{2}\Bigr)u^TYv .$$

Repeating this $k$ times gives

$$u^TL^k(X)v=\Bigl(1-\frac{a+b}{2}\Bigr)^k u^TXv .$$

Now choose an orthogonal matrix $U$ whose columns $v_i$ are eigenvectors of $B$. The entries of $U^TL^k(X)U$ are $v_i^TL^k(X)v_j$.

**Sufficiency.** If all $b_i$ lie in $(0,2)$, so does each average $(b_i+b_j)/2$. Every factor then has modulus below one, and $U^TL^k(X)U\to0$. Multiplying by $U$ on the left and $U^T$ on the right gives $L^k(X)\to0$.

**Necessity.** Start from $X=1$. The diagonal components are $v_i^TL^k(1)v_i=(1-b_i)^k$. They tend to zero only if $|1-b_i|<1$, which means $0<b_i<2$. Convergence from the identity alone thus forces the bounds.

**Divergence.** For $b>2$ and $u=v$, the modulus of the component is $(b-1)^k|v^TXv|$, with $b-1>1$.

**Ultrasoft orbitals.** For a normalised eigenvector $v_i$ of $B=\Psi^TSS\Psi$,

$$b_i=v_i^TBv_i=|S\Psi v_i|^2\ge0 .$$

If $S\Psi v_i$ were zero, then $v_i=\Psi^TS\Psi v_i$ would be zero too, which contradicts normalisation. Hence $b_i>0$.

For a two-orbital example, take $S=\mathrm{diag}(4,1)$ and orbitals $(1/2,0)$ and $(0,1)$. They satisfy $\Psi^TS\Psi=1$, while $B=\mathrm{diag}(4,1)$. The first diagonal entry of the error is multiplied by $-3$ in each step.

## The Lean file

```lean
import Mathlib

open Matrix Filter Topology

namespace UltrasoftOrthonormalization

variable {m n : Type*} [Fintype m] [Fintype n] [DecidableEq n]

/-- One step of the linearized orthonormalization iteration,
`X ↦ (X (1 - B) + (1 - B) X) / 2`. -/
noncomputable def step (B X : Matrix n n ℝ) : Matrix n n ℝ :=
  (1 / 2 : ℝ) • (X * (1 - B) + (1 - B) * X)

/-- The matrix `⟨ψ, S S ψ⟩` of the orbitals in the columns of `Ψ`, with overlap operator `S`. -/
def overlap (S : Matrix m m ℝ) (Ψ : Matrix m n ℝ) : Matrix n n ℝ :=
  Ψᵀ * (S * S) * Ψ

/-- Between eigenvectors of `B` with eigenvalues `a` and `b`, the component of the iterate
is multiplied by `1 - (a + b) / 2` in each step. -/
theorem mode_iterate {B : Matrix n n ℝ} (hB : B.IsHermitian) {u v : n → ℝ} {a b : ℝ}
    (hu : B *ᵥ u = a • u) (hv : B *ᵥ v = b • v) (X : Matrix n n ℝ) (k : ℕ) :
    u ⬝ᵥ (((step B)^[k] X) *ᵥ v) = (1 - (a + b) / 2) ^ k * (u ⬝ᵥ (X *ᵥ v)) := by
  have hT : Bᵀ = B := by
    rw [← conjTranspose_eq_transpose_of_trivial]
    exact hB.eq
  -- a single step acts on the component as a scalar
  have hstep : ∀ Y : Matrix n n ℝ,
      u ⬝ᵥ (step B Y *ᵥ v) = (1 - (a + b) / 2) * (u ⬝ᵥ (Y *ᵥ v)) := by
    intro Y
    have h1 : u ⬝ᵥ ((B * Y) *ᵥ v) = a * (u ⬝ᵥ (Y *ᵥ v)) := by
      rw [← mulVec_mulVec, Matrix.dotProduct_mulVec u B, ← mulVec_transpose, hT, hu,
        smul_dotProduct, smul_eq_mul]
    have h2 : u ⬝ᵥ ((Y * B) *ᵥ v) = b * (u ⬝ᵥ (Y *ᵥ v)) := by
      rw [← mulVec_mulVec, hv, mulVec_smul, dotProduct_smul, smul_eq_mul]
    have e : Y * (1 - B) + (1 - B) * Y = Y + Y - Y * B - B * Y := by
      simp only [mul_sub, sub_mul, mul_one, one_mul]
      abel
    rw [step, e, smul_mulVec, sub_mulVec, sub_mulVec, add_mulVec, dotProduct_smul,
      dotProduct_sub, dotProduct_sub, dotProduct_add, h1, h2, smul_eq_mul]
    ring
  induction k with
  | zero => simp
  | succ k ih =>
    rw [Function.iterate_succ_apply', hstep, ih, pow_succ]
    ring

/-- A real symmetric matrix has an orthogonal matrix whose columns are eigenvectors. -/
theorem exists_eigenframe {B : Matrix n n ℝ} (hB : B.IsHermitian) :
    ∃ U : Matrix n n ℝ, Uᵀ * U = 1 ∧
      ∀ i, B *ᵥ (fun k => U k i) = hB.eigenvalues i • (fun k => U k i) := by
  refine ⟨(hB.eigenvectorUnitary : Matrix n n ℝ), ?_, fun i => ?_⟩
  · have h := Matrix.mem_unitaryGroup_iff'.1 hB.eigenvectorUnitary.2
    rw [star_eq_conjTranspose, conjTranspose_eq_transpose_of_trivial] at h
    exact h
  · exact hB.mulVec_eigenvectorBasis i

omit [DecidableEq n] in
/-- The entries of `Uᵀ M U` are the components of `M` between the columns of `U`. -/
theorem frame_apply (U M : Matrix n n ℝ) (i j : n) :
    (Uᵀ * M * U) i j = (fun k => U k i) ⬝ᵥ (M *ᵥ (fun k => U k j)) := by
  rw [Matrix.mul_assoc]
  simp only [Matrix.mul_apply, dotProduct, Matrix.mulVec, Matrix.transpose_apply]

/-- If the iteration started from the identity matrix tends to zero, then every eigenvalue
of `B` lies strictly between 0 and 2. -/
theorem bounds_of_identity_start {B : Matrix n n ℝ} (hB : B.IsHermitian)
    (h : Tendsto (fun k => (step B)^[k] 1) atTop (𝓝 0)) (i : n) :
    0 < hB.eigenvalues i ∧ hB.eigenvalues i < 2 := by
  obtain ⟨U, hU, hv⟩ := exists_eigenframe hB
  have h1 := (h.const_mul Uᵀ).mul_const U
  rw [Matrix.mul_zero, Matrix.zero_mul] at h1
  have h2 : Tendsto (fun k => (Uᵀ * ((step B)^[k] 1) * U) i i) atTop (𝓝 0) :=
    ((continuous_id.matrix_elem i i).tendsto (0 : Matrix n n ℝ)).comp h1
  -- the diagonal components are pure powers
  have h3 : ∀ k, (Uᵀ * ((step B)^[k] 1) * U) i i = (1 - hB.eigenvalues i) ^ k := by
    intro k
    rw [frame_apply, mode_iterate hB (hv i) (hv i), ← frame_apply U 1 i i,
      Matrix.mul_one, hU, one_apply_eq]
    ring
  simp only [h3] at h2
  have h4 := abs_lt.1 (tendsto_pow_atTop_nhds_zero_iff.1 h2)
  constructor <;> linarith [h4.1, h4.2]

/-- The linearized orthonormalization iteration tends to zero from every starting matrix
if and only if all eigenvalues of `B` lie strictly between 0 and 2. -/
theorem tendsto_zero_iff {B : Matrix n n ℝ} (hB : B.IsHermitian) :
    (∀ X, Tendsto (fun k => (step B)^[k] X) atTop (𝓝 0)) ↔
      ∀ i, 0 < hB.eigenvalues i ∧ hB.eigenvalues i < 2 := by
  refine ⟨fun h => bounds_of_identity_start hB (h 1), fun h X => ?_⟩
  obtain ⟨U, hU, hv⟩ := exists_eigenframe hB
  have hU' : U * Uᵀ = 1 := mul_eq_one_comm.1 hU
  -- every component in the eigenvector frame decays geometrically
  have hY : Tendsto (fun k => Uᵀ * ((step B)^[k] X) * U) atTop (𝓝 0) := by
    refine tendsto_pi_nhds.2 fun i => tendsto_pi_nhds.2 fun j => ?_
    change Tendsto (fun k => (Uᵀ * ((step B)^[k] X) * U) i j) atTop (𝓝 0)
    have hr : |1 - (hB.eigenvalues i + hB.eigenvalues j) / 2| < 1 := by
      rw [abs_lt]
      constructor <;> linarith [(h i).1, (h i).2, (h j).1, (h j).2]
    have h0 := (tendsto_pow_atTop_nhds_zero_iff.2 hr).mul_const
      ((fun k => U k i) ⬝ᵥ (X *ᵥ (fun k => U k j)))
    rw [zero_mul] at h0
    refine h0.congr fun k => ?_
    rw [frame_apply, mode_iterate hB (hv i) (hv j)]
  -- rotate back to the original frame
  have h1 := (hY.const_mul U).mul_const Uᵀ
  rw [Matrix.mul_zero, Matrix.zero_mul] at h1
  refine h1.congr fun k => ?_
  calc U * (Uᵀ * ((step B)^[k] X) * U) * Uᵀ
      = (U * Uᵀ) * ((step B)^[k] X) * (U * Uᵀ) := by simp only [Matrix.mul_assoc]
    _ = (step B)^[k] X := by rw [hU', Matrix.one_mul, Matrix.mul_one]

/-- If `B` has an eigenvector `v` with eigenvalue above 2, the `v`-component of the iterates
grows without bound from every starting matrix in which it is nonzero. -/
theorem diverges_of_two_lt {B : Matrix n n ℝ} (hB : B.IsHermitian) {v : n → ℝ} {b : ℝ}
    (hv : B *ᵥ v = b • v) (hb : 2 < b) (X : Matrix n n ℝ) (hX : v ⬝ᵥ (X *ᵥ v) ≠ 0) :
    Tendsto (fun k => |v ⬝ᵥ (((step B)^[k] X) *ᵥ v)|) atTop atTop := by
  have h : ∀ k, |v ⬝ᵥ (((step B)^[k] X) *ᵥ v)| = (b - 1) ^ k * |v ⬝ᵥ (X *ᵥ v)| := by
    intro k
    rw [mode_iterate hB hv hv, abs_mul, abs_pow, show 1 - (b + b) / 2 = -(b - 1) by ring,
      abs_neg, abs_of_pos (show 0 < b - 1 by linarith)]
  simp only [h]
  exact (tendsto_pow_atTop_atTop_of_one_lt (by linarith)).atTop_mul_const (abs_pos.2 hX)

omit [Fintype n] [DecidableEq n] in
/-- For a symmetric overlap operator `S`, the matrix `⟨ψ, S S ψ⟩` is symmetric. -/
theorem overlap_isHermitian {S : Matrix m m ℝ} (hS : S.IsHermitian) (Ψ : Matrix m n ℝ) :
    (overlap S Ψ).IsHermitian := by
  have hT : Sᵀ = S := by
    rw [← conjTranspose_eq_transpose_of_trivial]
    exact hS.eq
  change (overlap S Ψ)ᴴ = overlap S Ψ
  rw [conjTranspose_eq_transpose_of_trivial]
  simp only [overlap, transpose_mul, transpose_transpose, hT, Matrix.mul_assoc]

/-- For orbitals with `⟨ψ, S ψ⟩ = 1`, the iteration with `B = ⟨ψ, S S ψ⟩` tends to zero from
every starting matrix if and only if all eigenvalues of `B` are below 2. -/
theorem ultrasoft_tendsto_zero_iff {S : Matrix m m ℝ} (hS : S.IsHermitian)
    {Ψ : Matrix m n ℝ} (hΨ : Ψᵀ * S * Ψ = 1) :
    (∀ X, Tendsto (fun k => (step (overlap S Ψ))^[k] X) atTop (𝓝 0)) ↔
      ∀ i, (overlap_isHermitian hS Ψ).eigenvalues i < 2 := by
  rw [tendsto_zero_iff (overlap_isHermitian hS Ψ)]
  refine ⟨fun h i => (h i).2, fun h i => ⟨?_, h i⟩⟩
  obtain ⟨U, hU, hv⟩ := exists_eigenframe (overlap_isHermitian hS Ψ)
  have hn := frame_apply U 1 i i
  rw [Matrix.mul_one, hU, one_apply_eq, one_mulVec] at hn
  have hvi := hv i
  generalize (fun k => U k i) = v at hn hvi
  have hT : Sᵀ = S := by
    rw [← conjTranspose_eq_transpose_of_trivial]
    exact hS.eq
  have hG : overlap S Ψ = (S * Ψ)ᵀ * (S * Ψ) := by
    simp only [overlap, transpose_mul, hT, Matrix.mul_assoc]
  -- the eigenvalue is the squared length of `S Ψ v`
  have hb : v ⬝ᵥ (overlap S Ψ *ᵥ v) = (overlap_isHermitian hS Ψ).eigenvalues i := by
    rw [hvi, dotProduct_smul, ← hn, smul_eq_mul, mul_one]
  have hw : v ⬝ᵥ (overlap S Ψ *ᵥ v) = ((S * Ψ) *ᵥ v) ⬝ᵥ ((S * Ψ) *ᵥ v) := by
    rw [hG, ← mulVec_mulVec, Matrix.dotProduct_mulVec v, vecMul_transpose]
  rw [← hb, hw]
  have hne : (S * Ψ) *ᵥ v ≠ 0 := by
    intro h0
    have hz : v = 0 := by
      calc v = (Ψᵀ * S * Ψ) *ᵥ v := by rw [hΨ, one_mulVec]
        _ = Ψᵀ *ᵥ ((S * Ψ) *ᵥ v) := by rw [mulVec_mulVec, Matrix.mul_assoc]
        _ = 0 := by rw [h0, mulVec_zero]
    rw [hz, dotProduct_zero] at hn
    exact one_ne_zero hn
  exact lt_of_le_of_ne (Finset.sum_nonneg fun _ _ => mul_self_nonneg _)
    (fun h0 => hne (dotProduct_self_eq_zero.1 h0.symm))

/-- An explicit symmetric `S` and two orbitals with `⟨ψ, S ψ⟩ = 1` for which
`⟨ψ, S S ψ⟩` has the eigenvalue 4. -/
theorem ultrasoft_witness :
    (!![4, 0; 0, 1] : Matrix (Fin 2) (Fin 2) ℝ).IsHermitian ∧
    (!![1 / 2, 0; 0, 1] : Matrix (Fin 2) (Fin 2) ℝ)ᵀ * !![4, 0; 0, 1] * !![1 / 2, 0; 0, 1]
      = 1 ∧
    overlap (!![4, 0; 0, 1] : Matrix (Fin 2) (Fin 2) ℝ) !![1 / 2, 0; 0, 1] *ᵥ ![1, 0]
      = (4 : ℝ) • ![1, 0] := by
  refine ⟨Matrix.IsHermitian.ext fun i j => ?_, ?_, ?_⟩
  · fin_cases i <;> fin_cases j <;> simp
  · ext i j
    fin_cases i <;> fin_cases j <;> norm_num [Matrix.mul_apply, Fin.sum_univ_succ]
  · ext i
    fin_cases i <;>
      norm_num [overlap, Matrix.mulVec, dotProduct, Matrix.mul_apply, Fin.sum_univ_succ]

end UltrasoftOrthonormalization
```

```lean
#print axioms UltrasoftOrthonormalization.tendsto_zero_iff
-- 'UltrasoftOrthonormalization.tendsto_zero_iff' depends on axioms: [propext, Classical.choice, Quot.sound]
#print axioms UltrasoftOrthonormalization.diverges_of_two_lt
-- 'UltrasoftOrthonormalization.diverges_of_two_lt' depends on axioms: [propext, Classical.choice, Quot.sound]
#print axioms UltrasoftOrthonormalization.ultrasoft_tendsto_zero_iff
-- 'UltrasoftOrthonormalization.ultrasoft_tendsto_zero_iff' depends on axioms: [propext, Classical.choice, Quot.sound]
```

## How the Lean statements encode the iteration

The index type `n` labels orbitals and `m` labels basis functions. `step B` is $L$, `(step B)^[k] X` is its $k$-fold iterate, and `overlap S Ψ` is $\Psi^TSS\Psi$. The docstrings call $L$ the iteration, but it is the map of the error, without the constant term $\frac12(1-A)$. Over the reals, `IsHermitian` means symmetric. Every theorem about `step` assumes that $B$, or the $S$ from which it is built, is symmetric, even where the docstring does not say so. The numbers `hB.eigenvalues i` are the $b_i$, repeated according to multiplicity. `Tendsto … atTop (𝓝 0)` says that every matrix entry tends to zero.

`tendsto_zero_iff` is the two-sided criterion and `diverges_of_two_lt` the growth statement. In `ultrasoft_tendsto_zero_iff`, the hypothesis `hΨ` is the generalised orthonormality condition $\Psi^TS\Psi=1$, in which $S$ accounts for the charge missing from the smooth pseudo-orbitals. Positivity of $S$ is not assumed.

## From the scalar factor to the matrix limit

`mode_iterate` proves the scalar factor for one step, using symmetry to move $B$ onto $u$, and then applies induction on $k$. `exists_eigenframe` takes $U$ from Mathlib's spectral theorem, and `frame_apply` identifies the entries of $U^TMU$ with components between its columns.

`bounds_of_identity_start` is the necessity argument. In `tendsto_zero_iff`, `hr` bounds each factor, `hY` collects the entrywise limits, and the final `calc` rotates back using $UU^T=1$. `diverges_of_two_lt` rewrites the modulus as a power of $b-1$.

`overlap_isHermitian` supplies the symmetry of $B$. In `ultrasoft_tendsto_zero_iff`, `hb` and `hw` express the eigenvalue as a squared length, and `hne` excludes zero. `ultrasoft_witness` checks the symmetry, orthonormality and eigenvalue 4 of the example entry by entry.

## Guarantees for a fixed real B, and their limits

The equivalence holds in exact arithmetic for any finite number of orbitals, with one fixed symmetric $B$ throughout the loop. It quantifies over all starts: when an eigenvalue exceeds 2, particular starts with no component along the growing modes can still converge. Nor does convergence have to be fast. At $b_i=1.9$, the corresponding diagonal component changes sign and shrinks in modulus by only 10% per step.

The theorems concern `step` alone. The reduction from the constraint equation to $L$ is the informal argument given above, and the term quadratic in $\Lambda$, the difference between $\tilde\Psi$ and $\Psi$ in the linear term, the change of $S$ as the ions move and rounding errors are all left out. A real production loop can therefore behave differently from its linearization.

The matrix formulas also assume real coefficients in an orthonormal basis. Complex orbitals at a general k-point and non-orthogonal basis sets would need their own versions.
